# Two-sided bounds on the constrained-search density functional of the two-electron Hubbard dimer

The functional is defined here as the infimum of the hopping plus on-site repulsion energy, without any site potential, over real, normalised two-electron singlets with prescribed site occupations, so a state is a vector of three real amplitudes. That the infimum is a minimum is a theorem and not part of the definition.

```lean
import Mathlib

open Matrix

namespace HubbardDimerFunctional

noncomputable section

/-- Singlet Hamiltonian of the symmetric Hubbard dimer in the basis: pair on site 1,
pair on site 2, one electron on each site. -/
def hamiltonian (t U : ℝ) : Matrix (Fin 3) (Fin 3) ℝ :=
  !![U, 0, -(√2 * t); 0, U, -(√2 * t); -(√2 * t), -(√2 * t), 0]

/-- Energy expectation value of a real singlet state. -/
def energy (t U : ℝ) (ψ : Fin 3 → ℝ) : ℝ := ψ ⬝ᵥ (hamiltonian t U *ᵥ ψ)

/-- Normalised real singlets whose site occupations differ by `2 * x`. -/
def states (x : ℝ) : Set (Fin 3 → ℝ) :=
  {ψ | ψ 0 ^ 2 + ψ 1 ^ 2 + ψ 2 ^ 2 = 1 ∧ ψ 0 ^ 2 - ψ 1 ^ 2 = x}

/-- The constrained-search density functional: the lowest energy at given density,
for `|x| ≤ 1`. -/
def functional (t U x : ℝ) : ℝ := sInf (energy t U '' states x)

/-- The energy is a hopping term plus `U` times the double occupation. -/
theorem energy_eq (t U : ℝ) (ψ : Fin 3 → ℝ) :
    energy t U ψ =
      -2 * √2 * t * ψ 2 * (ψ 0 + ψ 1) + U * (ψ 0 ^ 2 + ψ 1 ^ 2) := by
  simp [energy, hamiltonian, Matrix.mulVec, dotProduct, Fin.sum_univ_three]
  ring

/-- At fixed density the square of `√2 * ψ 2 * (ψ 0 + ψ 1)` is `1 - x ^ 2` minus a perfect square.
-/
theorem hopping_sq {x : ℝ} {ψ : Fin 3 → ℝ} (hψ : ψ ∈ states x) :
    (√2 * ψ 2 * (ψ 0 + ψ 1)) ^ 2 = 1 - x ^ 2 - ((ψ 0 + ψ 1) ^ 2 - 1) ^ 2 := by
  obtain ⟨h1, h2⟩ := hψ
  have hc : ψ 2 ^ 2 = 1 - ψ 0 ^ 2 - ψ 1 ^ 2 := by linarith
  rw [mul_pow, mul_pow, Real.sq_sqrt (by norm_num), hc, ← h2]
  ring

/-- A family of trial states with density `x`, labelled by the sum `r > 0` of the two pair
amplitudes, and their energies. -/
theorem trial_state (t U : ℝ) {x r h : ℝ} (hr : 0 < r)
    (hh : h ^ 2 = 2 * r ^ 2 - r ^ 4 - x ^ 2) :
    ![(r + x / r) / 2, (r - x / r) / 2, h / (√2 * r)] ∈ states x ∧
    energy t U ![(r + x / r) / 2, (r - x / r) / 2, h / (√2 * r)] =
      -2 * t * h + U * (r ^ 2 + x ^ 2 / r ^ 2) / 2 := by
  have h2 : √2 ≠ 0 := by positivity
  have hr0 : r ≠ 0 := hr.ne'
  have hc : (h / (√2 * r)) ^ 2 = (2 * r ^ 2 - r ^ 4 - x ^ 2) / (2 * r ^ 2) := by
    rw [div_pow, mul_pow, Real.sq_sqrt (by norm_num), hh]
  have hx : r * (x / r) = x := by field_simp
  have hk : √2 * (h / (√2 * r)) * r = h := by field_simp
  refine ⟨⟨?_, ?_⟩, ?_⟩
  · change ((r + x / r) / 2) ^ 2 + ((r - x / r) / 2) ^ 2 + (h / (√2 * r)) ^ 2 = 1
    rw [hc]
    field_simp
    ring
  · change ((r + x / r) / 2) ^ 2 - ((r - x / r) / 2) ^ 2 = x
    linear_combination hx
  · rw [energy_eq]
    change -2 * √2 * t * (h / (√2 * r)) * ((r + x / r) / 2 + (r - x / r) / 2)
      + U * (((r + x / r) / 2) ^ 2 + ((r - x / r) / 2) ^ 2) = _
    linear_combination (-2 * t) * hk + (U / 2) * div_pow x r 2

/-- For every density with `|x| ≤ 1` the constrained search attains its minimum. -/
theorem functional_isLeast (t U : ℝ) {x : ℝ} (hx : |x| ≤ 1) :
    IsLeast (energy t U '' states x) (functional t U x) := by
  have hx2 : x ^ 2 ≤ 1 := (sq_le_one_iff_abs_le_one x).2 hx
  have hclosed : IsClosed (states x) :=
    (isClosed_eq (by fun_prop) (by fun_prop)).inter (isClosed_eq (by fun_prop) (by fun_prop))
  have hsub : states x ⊆ Set.Icc (fun _ => -1) (fun _ => 1) := by
    rintro ψ ⟨h1, -⟩
    have hb : ∀ i, -1 ≤ ψ i ∧ ψ i ≤ 1 := by
      intro i
      apply abs_le.1
      apply (sq_le_one_iff_abs_le_one _).1
      fin_cases i <;> simp only [Fin.zero_eta, Fin.mk_one, Fin.reduceFinMk] <;>
        nlinarith [sq_nonneg (ψ 0), sq_nonneg (ψ 1), sq_nonneg (ψ 2)]
    exact ⟨fun i => (hb i).1, fun i => (hb i).2⟩
  have hcont : Continuous (energy t U) :=
    (continuous_congr (energy_eq t U)).2 (by fun_prop)
  have hne : (states x).Nonempty :=
    ⟨_, (trial_state t U (x := x) (h := √(1 - x ^ 2)) one_pos
      (by rw [Real.sq_sqrt (by linarith)]; ring)).1⟩
  exact ((isCompact_Icc.of_isClosed_subset hclosed hsub).image hcont).isLeast_sInf
    (hne.image _)

/-- For `t, U ≥ 0` and `|x| ≤ 1`, the density functional plus `2 * t * √(1 - x ^ 2)` lies between `U
* |x|` and `U * (1 + x ^ 2) / 2`. -/
theorem functional_bounds {t U x : ℝ} (ht : 0 ≤ t) (hU : 0 ≤ U) (hx : |x| ≤ 1) :
    U * |x| ≤ functional t U x + 2 * t * √(1 - x ^ 2) ∧
    functional t U x + 2 * t * √(1 - x ^ 2) ≤ U * (1 + x ^ 2) / 2 := by
  have hx2 : x ^ 2 ≤ 1 := (sq_le_one_iff_abs_le_one x).2 hx
  obtain ⟨⟨ψ, hψ, hE⟩, hmin⟩ := functional_isLeast t U hx
  constructor
  · -- bound hopping and double occupation separately in the minimiser
    have hk : √2 * ψ 2 * (ψ 0 + ψ 1) ≤ √(1 - x ^ 2) :=
      (le_abs_self _).trans (Real.abs_le_sqrt (by
        rw [hopping_sq hψ]; linarith [sq_nonneg ((ψ 0 + ψ 1) ^ 2 - 1)]))
    obtain ⟨-, h2⟩ := hψ
    have hd : |x| ≤ ψ 0 ^ 2 + ψ 1 ^ 2 :=
      abs_le.2 ⟨by linarith [sq_nonneg (ψ 0)], by linarith [sq_nonneg (ψ 1)]⟩
    rw [energy_eq] at hE
    linarith [mul_le_mul_of_nonneg_left hk ht, mul_le_mul_of_nonneg_left hd hU]
  · -- the trial state with `r = 1`
    obtain ⟨hm, he⟩ := trial_state t U (x := x) (h := √(1 - x ^ 2)) one_pos
      (by rw [Real.sq_sqrt (by linarith)]; ring)
    have hle := hmin ⟨_, hm, he⟩
    norm_num at hle
    linarith

/-- Without interaction, for `t ≥ 0` and `|x| ≤ 1`, the functional is `-2 * t * √(1 - x ^ 2)`. -/
theorem functional_noninteracting {t x : ℝ} (ht : 0 ≤ t) (hx : |x| ≤ 1) :
    functional t 0 x = -2 * t * √(1 - x ^ 2) := by
  obtain ⟨h1, h2⟩ := functional_bounds ht le_rfl hx
  linarith

/-- Without hopping, for `U ≥ 0` and `|x| ≤ 1`, the functional is `U * |x|`. -/
theorem functional_atomic {U x : ℝ} (hU : 0 ≤ U) (hx : |x| ≤ 1) :
    functional 0 U x = U * |x| := by
  apply le_antisymm
  · have hmin := (functional_isLeast 0 U hx).2
    rcases le_total 0 x with h | h
    · rw [abs_of_nonneg h] at hx ⊢
      refine hmin ⟨![√x, 0, √(1 - x)], ⟨?_, ?_⟩, ?_⟩
      · change √x ^ 2 + 0 ^ 2 + √(1 - x) ^ 2 = 1
        rw [Real.sq_sqrt h, Real.sq_sqrt (by linarith)]
        ring
      · change √x ^ 2 - 0 ^ 2 = x
        rw [Real.sq_sqrt h]
        ring
      · simp [energy_eq, Real.sq_sqrt h]
    · rw [abs_of_nonpos h] at hx ⊢
      have h' : 0 ≤ -x := by linarith
      refine hmin ⟨![0, √(-x), √(1 - -x)], ⟨?_, ?_⟩, ?_⟩
      · change 0 ^ 2 + √(-x) ^ 2 + √(1 - -x) ^ 2 = 1
        rw [Real.sq_sqrt h', Real.sq_sqrt (by linarith)]
        ring
      · change 0 ^ 2 - √(-x) ^ 2 = x
        rw [Real.sq_sqrt h']
        ring
      · simp [energy_eq, Real.sq_sqrt h']
  · linarith [(functional_bounds le_rfl hU hx).1]

/-- For `t ≥ 0`, `U > 0` and `|x| < 1` the upper bound of `functional_bounds` is never reached. -/
theorem functional_lt_upper {t U x : ℝ} (ht : 0 ≤ t) (hU : 0 < U) (hx : |x| < 1) :
    functional t U x + 2 * t * √(1 - x ^ 2) < U * (1 + x ^ 2) / 2 := by
  have hx2 : x ^ 2 < 1 := (sq_lt_one_iff_abs_lt_one x).2 hx
  obtain ⟨w, hw⟩ : ∃ w, w = √(1 - x ^ 2) := ⟨_, rfl⟩
  have hw0 : 0 < w := by rw [hw]; exact Real.sqrt_pos.2 (by linarith)
  have hw2 : w ^ 2 = 1 - x ^ 2 := by rw [hw]; exact Real.sq_sqrt (by linarith)
  have hw1 : w ≤ 1 := by nlinarith [sq_nonneg x]
  have hw3 : 0 < w ^ 3 := by positivity
  -- use a trial state with `r ^ 2 = 1 - e` for a small `e > 0`
  obtain ⟨e, he⟩ : ∃ e, e = U * w ^ 3 / (8 * t + 2 * U) := ⟨_, rfl⟩
  have hD : 0 < 8 * t + 2 * U := by linarith
  have he0 : 0 < e := by rw [he]; positivity
  have heD : e * (8 * t + 2 * U) = U * w ^ 3 := by
    rw [he]; exact div_mul_cancel₀ _ hD.ne'
  have he3 : e ≤ w ^ 3 / 2 := by
    rw [he, div_le_iff₀ hD]
    nlinarith [mul_nonneg ht hw3.le]
  have he2 : e ≤ w ^ 2 / 2 := by
    nlinarith [mul_nonneg (sq_nonneg w) (sub_nonneg.2 hw1)]
  have he1 : 0 < 1 - e := by nlinarith [sq_nonneg x]
  have hee : e ^ 2 ≤ w ^ 2 := by nlinarith [sq_nonneg x]
  obtain ⟨h, hh⟩ : ∃ h, h = √(w ^ 2 - e ^ 2) := ⟨_, rfl⟩
  have hh0 : 0 ≤ h := by rw [hh]; exact Real.sqrt_nonneg _
  have hh2 : h ^ 2 = w ^ 2 - e ^ 2 := by rw [hh]; exact Real.sq_sqrt (by linarith)
  have hr2 : √(1 - e) ^ 2 = 1 - e := Real.sq_sqrt he1.le
  obtain ⟨hm, hE⟩ := trial_state t U (x := x) (h := h) (Real.sqrt_pos.2 he1) (by
    have hr4 : √(1 - e) ^ 4 = (1 - e) ^ 2 := by
      calc √(1 - e) ^ 4 = (√(1 - e) ^ 2) ^ 2 := by ring
        _ = (1 - e) ^ 2 := by rw [hr2]
    rw [hr4, hr2, hh2, hw2]; ring)
  have hle := (functional_isLeast t U hx.le).2 ⟨_, hm, hE⟩
  rw [hr2] at hle
  -- first-order gain in interaction energy
  have hint : x ^ 2 / (1 - e) ≤ x ^ 2 + e - e * w ^ 2 / 2 := by
    rw [div_le_iff₀ he1]
    have hx' : x ^ 2 = 1 - w ^ 2 := by linarith
    rw [hx']
    nlinarith [mul_nonneg he0.le (sub_nonneg.2 he2), mul_nonneg (sq_nonneg e) (sq_nonneg w)]
  -- second-order loss in hopping energy
  have hhw : h ≤ w := by nlinarith [sq_nonneg e]
  have hloss : w * (w - h) ≤ e ^ 2 := by nlinarith [mul_nonneg hh0 (sub_nonneg.2 hhw)]
  have h8 : 8 * t * e < U * w ^ 3 := by nlinarith [mul_pos hU he0]
  have hcmp : 2 * t * (w - h) < U * e * w ^ 2 / 4 := by
    apply lt_of_mul_lt_mul_left _ hw0.le
    linarith [mul_le_mul_of_nonneg_left hloss ht, mul_lt_mul_of_pos_left h8 he0]
  rw [← hw]
  linarith [mul_le_mul_of_nonneg_left hint hU.le]

/-- For `t, U > 0` and `|x| < 1` the lower bound of `functional_bounds` is never reached. -/
theorem lower_lt_functional {t U x : ℝ} (ht : 0 < t) (hU : 0 < U) (hx : |x| < 1) :
    U * |x| < functional t U x + 2 * t * √(1 - x ^ 2) := by
  obtain ⟨⟨ψ, hψ, hE⟩, -⟩ := functional_isLeast t U hx.le
  have hsq := hopping_sq hψ
  have hk : √2 * ψ 2 * (ψ 0 + ψ 1) ≤ √(1 - x ^ 2) :=
    (le_abs_self _).trans (Real.abs_le_sqrt (by
      rw [hsq]; linarith [sq_nonneg ((ψ 0 + ψ 1) ^ 2 - 1)]))
  obtain ⟨-, h2⟩ := hψ
  have hd : |x| ≤ ψ 0 ^ 2 + ψ 1 ^ 2 :=
    abs_le.2 ⟨by linarith [sq_nonneg (ψ 0)], by linarith [sq_nonneg (ψ 1)]⟩
  rw [energy_eq] at hE
  by_cases hab : ψ 0 * ψ 1 = 0
  · -- one pair amplitude vanishes: the hopping energy is not optimal
    have hS : (ψ 0 + ψ 1) ^ 2 = |x| := by
      rcases mul_eq_zero.1 hab with h | h
      · rw [← h2, h, abs_of_nonpos (by nlinarith [sq_nonneg (ψ 1)])]
        ring
      · rw [← h2, h, abs_of_nonneg (by nlinarith [sq_nonneg (ψ 0)])]
        ring
    have hpos : 0 < ((ψ 0 + ψ 1) ^ 2 - 1) ^ 2 := by
      rw [hS]
      nlinarith [mul_pos (sub_pos.2 hx) (sub_pos.2 hx)]
    have hk' : √2 * ψ 2 * (ψ 0 + ψ 1) < √(1 - x ^ 2) :=
      Real.lt_sqrt_of_sq_lt (by rw [hsq]; linarith)
    linarith [mul_lt_mul_of_pos_left hk' ht, mul_le_mul_of_nonneg_left hd hU.le]
  · -- both pair amplitudes are present: the double occupation exceeds `|x|`
    have h0 : 0 < ψ 0 ^ 2 := by
      have := left_ne_zero_of_mul hab
      positivity
    have h1 : 0 < ψ 1 ^ 2 := by
      have := right_ne_zero_of_mul hab
      positivity
    have hd' : |x| < ψ 0 ^ 2 + ψ 1 ^ 2 := abs_lt.2 ⟨by linarith, by linarith⟩
    linarith [mul_le_mul_of_nonneg_left hk ht.le, mul_lt_mul_of_pos_left hd' hU]

end

end HubbardDimerFunctional
```

```lean
#print axioms HubbardDimerFunctional.functional_bounds
-- 'HubbardDimerFunctional.functional_bounds' depends on axioms: [propext, Classical.choice, Quot.sound]
#print axioms HubbardDimerFunctional.functional_noninteracting
-- 'HubbardDimerFunctional.functional_noninteracting' depends on axioms: [propext, Classical.choice, Quot.sound]
#print axioms HubbardDimerFunctional.functional_lt_upper
-- 'HubbardDimerFunctional.functional_lt_upper' depends on axioms: [propext, Classical.choice, Quot.sound]
#print axioms HubbardDimerFunctional.lower_lt_functional
-- 'HubbardDimerFunctional.lower_lt_functional' depends on axioms: [propext, Classical.choice, Quot.sound]
```

## The dimer, its states and its functional

Two electrons occupy two equivalent sites, with hopping amplitude $t$ and on-site repulsion $U$. A singlet state has amplitude $a$ for both electrons on site 1, $b$ for both on site 2, and $c$ for one electron on each site. In Lean these are `ψ 0`, `ψ 1` and `ψ 2`. The matrix `hamiltonian t U` has $U$ on the diagonal for the two pair states and couples each of them to the third state by $-\sqrt2\,t$. The function `energy` is its quadratic form, which `energy_eq` expands to

$$E = -2\sqrt2\,t\,c(a+b) + U(a^2+b^2).$$

The second term is $U$ times the double occupation, the probability of finding both electrons on the same site.

The site occupations are $n_1 = 2a^2+c^2$ and $n_2 = 2b^2+c^2$. The set `states x` contains the vectors with $a^2+b^2+c^2=1$ and $a^2-b^2=x$, so $x$ is half the occupation difference $n_1-n_2$. The functional $F(x)$, written `functional t U x`, is the infimum of $E$ over this set. For $|x|>1$ the set is empty, and the theorems exclude that range.

The main theorem, `functional_bounds`, says that for $t,U\ge0$ and $|x|\le1$

$$U|x| \;\le\; F(x)+2t\sqrt{1-x^2} \;\le\; \tfrac12U(1+x^2).$$

For $|x|<1$ and $U>0$ the upper inequality is strict (`functional_lt_upper`), and if also $t>0$ the lower one is strict (`lower_lt_functional`). At $|x|=1$ the two bounds coincide and give $F=U$.

Since $F(x)=-2t\sqrt{1-x^2}$ at $U=0$ (`functional_noninteracting`), the middle expression is what the interaction adds to the functional. In density functional language it is the Hartree-exchange-correlation energy of this two-site, two-electron model, and the upper bound is its Hartree-exchange part. The statements concern pure real singlets only; triplet admixtures, ensembles, other electron numbers and longer chains are not treated.

## Hopping and double occupation bounded separately

Put $s=a+b$ and $d=a-b$, so that $sd=x$ and $a^2+b^2=(s^2+d^2)/2$. Let $K=\sqrt2\,c(a+b)$, which makes the hopping energy $-2tK$. Normalisation gives $2c^2=2-s^2-d^2$, hence

$$K^2 = 2c^2s^2 = 2s^2-s^4-x^2 = 1-x^2-(s^2-1)^2.$$

This is `hopping_sq`; Lean eliminates $c^2$ and $x$ with the two constraints and leaves the polynomial identity to `ring`. Therefore $K\le\sqrt{1-x^2}$. The double occupation satisfies $a^2+b^2\ge|a^2-b^2|=|x|$. With $t,U\ge0$ the two estimates add up to

$$E\ge -2t\sqrt{1-x^2}+U|x|.$$

In `functional_bounds` they are called `hk` and `hd`. They are applied to a minimiser, multiplied by $t$ and $U$, and combined by `linarith`.

The minimiser comes from `functional_isLeast`. The admissible states form a closed subset of the cube $[-1,1]^3$, hence a compact set, and the energy is continuous. The set is non-empty for $|x|\le1$ because the trial states below include a member of it.

## Trial states for the upper bound

For $r>0$ and a real $h$ with $h^2=2r^2-r^4-x^2$, take

$$a=\tfrac12\left(r+\tfrac xr\right),\qquad b=\tfrac12\left(r-\tfrac xr\right),\qquad c=\frac{h}{\sqrt2\,r}.$$

Then $a+b=r$ and $a-b=x/r$, so $a^2-b^2=x$. Also $a^2+b^2=(r^2+x^2/r^2)/2$ and $c^2=1-(r^2+x^2/r^2)/2$, so the state is normalised. Its energy is

$$E=-2th+\tfrac12U\left(r^2+\frac{x^2}{r^2}\right).$$

The lemma `trial_state` checks both constraints and this energy, clearing denominators with `field_simp`. Choosing $r=1$ and $h=\sqrt{1-x^2}$ gives the upper bound.

To see that it is strict for $|x|<1$ and $U>0$, write $w=\sqrt{1-x^2}>0$ and take $r^2=1-e$ with a small $e>0$. Then $h^2=w^2-e^2$, and choosing $h\ge0$ gives

$$w-h=\frac{e^2}{w+h}\le\frac{e^2}{w}.$$

The hopping energy rises by at most $2te^2/w$, which is second order in $e$. For the interaction, if $e\le w^2/2$, then

$$\frac{x^2}{1-e}\le x^2+e-\tfrac12ew^2.$$

Indeed, multiplying by $1-e>0$ and using $x^2=1-w^2$, the right side exceeds the left by $e(w^2/2-e)+e^2w^2/2\ge0$. The interaction energy is therefore at most $\tfrac12U(1+x^2)-\tfrac14Uew^2$, a first-order gain.

The gain exceeds the loss when $8te<Uw^3$. The proof takes $e=Uw^3/(8t+2U)$, for which $8te=Uw^3-2Ue<Uw^3$. Moreover $e\le w^3/2\le w^2/2$, because $w\le1$. In the code, `hint` is the interaction estimate, `hloss` the hopping estimate and `hcmp` their comparison.

## When the lower bound could be reached

Equality in the lower bound, with $t,U>0$, would require the minimiser to be optimal in both terms at once. The proof of `lower_lt_functional` splits on whether $ab=0$.

- If $ab=0$, then $(a+b)^2=a^2+b^2=|x|<1$. The subtracted square in the formula for $K^2$ is $(1-|x|)^2>0$, so $K<\sqrt{1-x^2}$ and the hopping estimate is strict.
- If $ab\ne0$, both $a^2$ and $b^2$ are positive. Then $|a^2-b^2|<a^2+b^2$, and the interaction estimate is strict.

Without hopping the lower bound is attained: `functional_atomic` states that $F(x)=U|x|$ for $t=0$ and $U\ge0$. For $x\ge0$ the state $(\sqrt x,0,\sqrt{1-x})$ has this energy, and for $x\le0$ the state $(0,\sqrt{-x},\sqrt{1+x})$ does. When $U=0$, both bounds in the main theorem vanish, which gives the non-interacting formula.

## Numbers for $t=1$, $U=2$, $x=0.6$

The occupations are $n_1=1.6$ and $n_2=0.4$, and $\sqrt{1-x^2}=0.8$. The theorem gives $1.2\le F+1.6\le1.36$, that is,

$$-0.40\le F(0.6)\le-0.24,$$

with both inequalities strict here.

The trial state with $r=1$ is $(a,b,c)=(0.8,\,0.2,\,0.8/\sqrt2)$. Its squared amplitudes are $0.64$, $0.04$ and $0.32$, which sum to 1. The hopping energy is $-1.6$ and the interaction energy $2\times0.68=1.36$, so the total is $-0.24$.

Now lower $r^2$ to $0.9$, so $e=0.1$. Then $h=\sqrt{0.64-0.01}\approx0.794$, and the hopping energy becomes about $-1.587$, a loss of $0.013$. The interaction energy falls to $0.9+0.36/0.9=1.3$, a gain of $0.06$. The total is about $-0.287$, below the upper bound and above the lower one.
